# The Hoffman ratio bound on nonadjacent addend sites in a regular cage

A heuristic search that places bulky addends on a carbon cage, never on two bonded atoms, returns a pattern but doesn't say whether a larger one exists. Without an upper bound, the code may keep searching for a pattern that can't occur, or report a merely good pattern as the largest.

## A ceiling from the least eigenvalue

Let the cage be a graph with $n$ atoms, each bonded to exactly $d\ge 1$ others, and let $t$ be the least eigenvalue of its adjacency matrix $A$. Any set $S$ of pairwise nonadjacent atoms satisfies

$$|S|\le \frac{n(-t)}{d-t}.$$

Equality holds exactly when every atom outside $S$ has $-t$ neighbours in $S$.

## Stopping a search for addend patterns

A search can stop once its pattern has as many sites as the bound rounded down. The bound decreases as $t$ rises, so a numerical $t$ slightly too high can push the rounded value one below the truth; use a safe lower estimate of $t$. The test may never be met. In C60, $t\approx-2.618$ and the bound rounds down to 27, but every atom lies in one of twelve disjoint pentagons, each with room for at most two sites, so no pattern exceeds 24. A search that stays below the bound is left undecided by it.

In the non-interacting Hückel model with on-site energy $\alpha$ and equal hopping $\beta<0$ on all bonds, $\alpha+\beta t$ is the highest orbital energy, so the same diagonalisation supplies the bound.

## Deriving the bound from a deviation vector

Expand a real vector $x$ in orthonormal eigenvectors of $A$, with eigenvalues $\lambda_j$ and coefficients $a_j$. Then

$$x\cdot Ax-t\,x\cdot x=\sum_j(\lambda_j-t)a_j^2\ge 0.$$

For $x=+1$ and $-1$ on the ends of one bond and zero elsewhere, $x\cdot Ax=-2$ and $x\cdot x=2$. Hence $t\le-1$ and $d-t>0$.

Write $s=|S|$, let $1_S(u)$ be 1 for $u\in S$ and 0 otherwise, and let $c_u$ be the number of neighbours of $u$ in $S$. Each site in $S$ is counted by its $d$ neighbours, so $\sum_u c_u=ds$. Take $x_u=n1_S(u)-s$. Then $(Ax)_u=nc_u-ds$. Since $c_u=0$ on $S$,

$$x\cdot Ax=-nds^2-nds^2+nds^2=-nds^2,$$

$$x\cdot x=n^2s-2ns^2+ns^2=ns(n-s),$$

and therefore

$$x\cdot Ax-t\,x\cdot x=ns\,[\,n(-t)-s(d-t)\,]\ge 0.$$

For $s>0$, divide by $ns$ to get the bound; for $s=0$ it is immediate. This $x$ is unnormalised: for nonempty $S$, normalising it gives the expectation value $-ds/(n-s)$ of $A$.

At equality the sum over $j$ vanishes, so $Ax=tx$. At $u\notin S$ this reads $nc_u-ds=-ts$, so $nc_u=s(d-t)=n(-t)$ and $c_u=-t$. Conversely, if $c_u=-t$ outside $S$, counting contacts gives $ds=(n-s)(-t)$, which rearranges to equality.

The bound is attained when every bond joins $S$ to its complement. The vector $+1$ on $S$ and $-1$ elsewhere has eigenvalue $-d$. No eigenvalue $\mu$ lies lower: at the atom $u$ where an eigenvector $v$ is largest in modulus, $|\mu||v_u|\le\sum_{i\sim u}|v_i|\le d|v_u|$, where $i\sim u$ means that $i$ is bonded to $u$. Each atom outside $S$ then has $d=-t$ neighbours in $S$.

## The Lean file

```lean
import Mathlib

open Matrix

namespace HoffmanRatioBound

noncomputable section

/-- The ratio `n(-t)/(d-t)` for `n` vertices, degree `d` and eigenvalue `t`, with domain `t ≠ d`. -/
def hoffmanBound (V : Type*) [Fintype V] (d : ℕ) (t : ℝ) : ℝ :=
  (Fintype.card V : ℝ) * (-t) / ((d : ℝ) - t)

variable {V : Type*} [Fintype V] [DecidableEq V]

/-- The number `t` is the least real eigenvalue of the adjacency matrix of `G`. -/
def IsLeastEigenvalue (G : SimpleGraph V) [DecidableRel G.Adj] (t : ℝ) : Prop :=
  IsLeast {μ : ℝ | ∃ v : V → ℝ, v ≠ 0 ∧ G.adjMatrix ℝ *ᵥ v = μ • v} t

/-- The number of neighbours of the atom `u` that belong to `S`. -/
def contacts (G : SimpleGraph V) [DecidableRel G.Adj] (S : Finset V) (u : V) : ℕ :=
  (S.filter (fun v => G.Adj u v)).card

/-- The occupation of `S` minus its mean over all atoms, multiplied by the number of atoms. -/
def deviation (S : Finset V) : V → ℝ :=
  fun v => (Fintype.card V : ℝ) * (if v ∈ S then 1 else 0) - (S.card : ℝ)

variable {G : SimpleGraph V} [DecidableRel G.Adj] {S : Finset V} {d : ℕ} {t : ℝ}

/-- The adjacency matrix minus its least eigenvalue times the identity is positive semidefinite. -/
theorem shifted_posSemidef (h : IsLeastEigenvalue G t) :
    (G.adjMatrix ℝ - t • (1 : Matrix V V ℝ)).PosSemidef := by
  have hB : (G.adjMatrix ℝ - t • (1 : Matrix V V ℝ)).IsHermitian := by
    refine Matrix.IsHermitian.ext fun i j => ?_
    simp [SimpleGraph.adjMatrix_apply, Matrix.one_apply, G.adj_comm i j, @eq_comm V i j]
  refine hB.posSemidef_iff_eigenvalues_nonneg.2 fun j => ?_
  -- an eigenvector of the shifted matrix is an eigenvector of the adjacency matrix
  have hv := hB.mulVec_eigenvectorBasis j
  rw [Matrix.sub_mulVec, Matrix.smul_mulVec, Matrix.one_mulVec] at hv
  have hne : (hB.eigenvectorBasis j).ofLp ≠ 0 := by
    intro h0
    apply hB.eigenvectorBasis.orthonormal.ne_zero j
    ext i
    exact congrFun h0 i
  have hle : t ≤ hB.eigenvalues j + t :=
    h.2 ⟨(hB.eigenvectorBasis j).ofLp, hne, by rw [add_smul, ← hv, sub_add_cancel]⟩
  show 0 ≤ hB.eigenvalues j
  linarith

/-- Rayleigh bound: the quadratic form of the adjacency matrix is at least the least eigenvalue
times the squared length of the vector. -/
theorem rayleigh_bound (h : IsLeastEigenvalue G t) (x : V → ℝ) :
    t * (x ⬝ᵥ x) ≤ x ⬝ᵥ (G.adjMatrix ℝ *ᵥ x) := by
  have hx := (shifted_posSemidef h).dotProduct_mulVec_nonneg x
  rw [star_trivial, Matrix.sub_mulVec, Matrix.smul_mulVec, Matrix.one_mulVec,
    dotProduct_sub, dotProduct_smul, smul_eq_mul] at hx
  linarith

/-- In a regular graph of degree at least one, the least adjacency eigenvalue is at most `-1`. -/
theorem least_eigenvalue_le_neg_one (h : IsLeastEigenvalue G t)
    (hd : G.IsRegularOfDegree d) (hd1 : 1 ≤ d) : t ≤ -1 := by
  obtain ⟨v, hv, -⟩ := h.1
  obtain ⟨u, -⟩ := Function.ne_iff.1 hv
  have hpos : 0 < (G.neighborFinset u).card := by
    rw [G.card_neighborFinset_eq_degree, hd.degree_eq]
    omega
  obtain ⟨w, hw⟩ := Finset.card_pos.1 hpos
  have ha : G.Adj u w := (G.mem_neighborFinset u w).1 hw
  -- trial vector with opposite signs on the two ends of a bond
  have hr := rayleigh_bound h (Pi.single u 1 - Pi.single w 1)
  have e (a b : V) : (Pi.single a (1 : ℝ) : V → ℝ) ⬝ᵥ
      (G.adjMatrix ℝ *ᵥ Pi.single b 1) = if G.Adj a b then 1 else 0 := by
    rw [single_dotProduct, one_mul, Matrix.mulVec, dotProduct_single, mul_one,
      SimpleGraph.adjMatrix_apply]
  have f (a b : V) : (Pi.single a (1 : ℝ) : V → ℝ) ⬝ᵥ Pi.single b 1 =
      if a = b then 1 else 0 := by
    rw [single_dotProduct, one_mul, Pi.single_apply]
  rw [Matrix.mulVec_sub] at hr
  simp only [sub_dotProduct, dotProduct_sub, e, f, ha, ha.symm, ha.ne, ha.ne.symm,
    SimpleGraph.irrefl, if_true, if_false] at hr
  linarith

omit [DecidableEq V] in
/-- In a `d`-regular graph the contacts with `S`, summed over all atoms, number `d` times the
size of `S`. -/
theorem sum_contacts (hd : G.IsRegularOfDegree d) (S : Finset V) :
    ∑ u, contacts G S u = d * S.card := by
  simp only [contacts, Finset.card_filter]
  rw [Finset.sum_comm]
  have h : ∀ v ∈ S, ∑ u, (if G.Adj u v then 1 else 0) = d := by
    intro v _
    rw [← Finset.card_filter, ← hd.degree_eq v, ← G.card_neighborFinset_eq_degree]
    congr 1
    ext u
    simp [G.adj_comm u v]
  rw [Finset.sum_congr rfl h, Finset.sum_const, smul_eq_mul, mul_comm]

/-- In a `d`-regular graph the adjacency matrix sends the deviation vector of `S` to `n` times the
number of contacts minus `d` times the size of `S`. -/
theorem mulVec_deviation (hd : G.IsRegularOfDegree d) (S : Finset V) (u : V) :
    (G.adjMatrix ℝ *ᵥ deviation S) u =
      (Fintype.card V : ℝ) * contacts G S u - d * S.card := by
  have e : (G.neighborFinset u).filter (fun v => v ∈ S) = S.filter (fun v => G.Adj u v) := by
    ext v
    simp [and_comm]
  rw [SimpleGraph.adjMatrix_mulVec_apply]
  simp only [deviation]
  rw [Finset.sum_sub_distrib, ← Finset.mul_sum, Finset.sum_boole, e, Finset.sum_const,
    G.card_neighborFinset_eq_degree, hd.degree_eq, nsmul_eq_mul, contacts]

/-- For pairwise nonadjacent sites `S` in a `d`-regular graph, the quadratic form of `A - t` on the
deviation vector equals `n|S| (n(-t) - |S|(d-t))`, for every real `t`. -/
theorem deviation_form (hd : G.IsRegularOfDegree d)
    (hS : ∀ u ∈ S, ∀ v ∈ S, ¬ G.Adj u v) (t : ℝ) :
    deviation S ⬝ᵥ (G.adjMatrix ℝ *ᵥ deviation S) - t * (deviation S ⬝ᵥ deviation S) =
      (Fintype.card V : ℝ) * S.card *
        ((Fintype.card V : ℝ) * (-t) - S.card * ((d : ℝ) - t)) := by
  have h1 : ∑ u, (contacts G S u : ℝ) = d * S.card := by exact_mod_cast sum_contacts hd S
  have h2 : ∑ u : V, (if u ∈ S then (1 : ℝ) else 0) = S.card := by simp
  simp only [dotProduct, mulVec_deviation hd]
  rw [Finset.mul_sum, ← Finset.sum_sub_distrib]
  set n : ℝ := (Fintype.card V : ℝ) with hn
  set s : ℝ := (S.card : ℝ) with hs
  -- atoms of S have no contacts, so each term is linear in occupation and contacts
  have h3 : ∀ u ∈ (Finset.univ : Finset V),
      deviation S u * (n * contacts G S u - d * s) - t * (deviation S u * deviation S u) =
      (-(n * d * s) - t * (n ^ 2 - 2 * n * s)) * (if u ∈ S then (1 : ℝ) else 0)
        + (-(n * s)) * contacts G S u + (d * s ^ 2 - t * s ^ 2) := by
    intro u _
    by_cases hu : u ∈ S
    · have h0 : contacts G S u = 0 :=
        Finset.card_eq_zero.2 (Finset.filter_eq_empty_iff.2 fun v hv => hS u hu v hv)
      simp only [deviation, if_pos hu, h0, Nat.cast_zero, ← hn, ← hs]
      ring
    · simp only [deviation, if_neg hu, ← hn, ← hs]
      ring
  rw [Finset.sum_congr rfl h3, Finset.sum_add_distrib, Finset.sum_add_distrib,
    ← Finset.mul_sum, ← Finset.mul_sum, h1, h2, Finset.sum_const, Finset.card_univ,
    nsmul_eq_mul, ← hn]
  ring

/-- **Hoffman ratio bound.** In a `d`-regular graph with `d ≥ 1` and least adjacency eigenvalue `t`,
a set of pairwise nonadjacent atoms has at most `n(-t)/(d-t)` members. -/
theorem hoffman_ratio_bound (h : IsLeastEigenvalue G t) (hd : G.IsRegularOfDegree d)
    (hd1 : 1 ≤ d) (hS : ∀ u ∈ S, ∀ v ∈ S, ¬ G.Adj u v) :
    (S.card : ℝ) ≤ hoffmanBound V d t := by
  have ht := least_eigenvalue_le_neg_one h hd hd1
  have hdt : 0 < (d : ℝ) - t := by
    have : (0 : ℝ) ≤ d := Nat.cast_nonneg d
    linarith
  rw [hoffmanBound, le_div_iff₀ hdt]
  rcases S.eq_empty_or_nonempty with rfl | hne
  · rw [Finset.card_empty, Nat.cast_zero, zero_mul]
    exact mul_nonneg (Nat.cast_nonneg _) (by linarith)
  · have hs : (0 : ℝ) < S.card := by exact_mod_cast hne.card_pos
    have hn : (0 : ℝ) < Fintype.card V := by
      exact_mod_cast lt_of_lt_of_le hne.card_pos (Finset.card_le_univ S)
    -- the Rayleigh bound on the deviation vector
    have hq := deviation_form hd hS t
    have hr := rayleigh_bound h (deviation S)
    have hp := nonneg_of_mul_nonneg_right (hq ▸ sub_nonneg.2 hr) (mul_pos hn hs)
    linarith

/-- For pairwise nonadjacent sites `S` in a `d`-regular graph with `d ≥ 1` and least eigenvalue `t`,
the ratio bound is attained exactly when every atom outside `S` has `-t` neighbours in `S`. -/
theorem hoffman_equality_iff (h : IsLeastEigenvalue G t) (hd : G.IsRegularOfDegree d)
    (hd1 : 1 ≤ d) (hS : ∀ u ∈ S, ∀ v ∈ S, ¬ G.Adj u v) :
    (S.card : ℝ) = hoffmanBound V d t ↔ ∀ u, u ∉ S → (contacts G S u : ℝ) = -t := by
  have ht := least_eigenvalue_le_neg_one h hd hd1
  have hdt : (d : ℝ) - t ≠ 0 := by
    have : (0 : ℝ) ≤ d := Nat.cast_nonneg d
    linarith
  rw [hoffmanBound, eq_div_iff hdt]
  constructor
  · intro e u hu
    -- at equality the deviation vector is an eigenvector for t
    have hz := ((shifted_posSemidef h).dotProduct_mulVec_zero_iff (deviation S)).1 (by
      rw [star_trivial, Matrix.sub_mulVec, Matrix.smul_mulVec, Matrix.one_mulVec,
        dotProduct_sub, dotProduct_smul, smul_eq_mul, deviation_form hd hS t, e,
        sub_self, mul_zero])
    rw [Matrix.sub_mulVec, Matrix.smul_mulVec, Matrix.one_mulVec] at hz
    have hu' := congrFun hz u
    rw [Pi.sub_apply, Pi.smul_apply, smul_eq_mul, Pi.zero_apply, mulVec_deviation hd] at hu'
    simp only [deviation, if_neg hu] at hu'
    have hn : (Fintype.card V : ℝ) ≠ 0 := by
      exact_mod_cast (Fintype.card_pos_iff.2 ⟨u⟩).ne'
    apply mul_left_cancel₀ hn
    linarith
  · intro hc
    -- count the contacts in two ways
    have h1 : ∑ u, (contacts G S u : ℝ) = d * S.card := by exact_mod_cast sum_contacts hd S
    have h2 : ∀ u ∈ (Finset.univ : Finset V),
        (contacts G S u : ℝ) = -t + t * (if u ∈ S then (1 : ℝ) else 0) := by
      intro u _
      by_cases hu : u ∈ S
      · have h0 : contacts G S u = 0 :=
          Finset.card_eq_zero.2 (Finset.filter_eq_empty_iff.2 fun v hv => hS u hu v hv)
        rw [h0, if_pos hu, Nat.cast_zero]
        ring
      · rw [hc u hu, if_neg hu]
        ring
    have h3 : ∑ u : V, (if u ∈ S then (1 : ℝ) else 0) = S.card := by simp
    rw [Finset.sum_congr rfl h2, Finset.sum_add_distrib, ← Finset.mul_sum, h3,
      Finset.sum_const, Finset.card_univ, nsmul_eq_mul] at h1
    linarith

omit [DecidableEq V] in
/-- Every real adjacency eigenvalue of a `d`-regular graph has modulus at most `d`. -/
theorem abs_eigenvalue_le (hd : G.IsRegularOfDegree d) {μ : ℝ} {v : V → ℝ} (hv : v ≠ 0)
    (he : G.adjMatrix ℝ *ᵥ v = μ • v) : |μ| ≤ d := by
  obtain ⟨w, hw⟩ := Function.ne_iff.1 hv
  have : Nonempty V := ⟨w⟩
  -- look at the atom with the largest amplitude
  obtain ⟨u, hu⟩ := Finite.exists_max (fun i => |v i|)
  have hpos : 0 < |v u| := lt_of_lt_of_le (abs_pos.2 hw) (hu w)
  have e := congrFun he u
  rw [SimpleGraph.adjMatrix_mulVec_apply, Pi.smul_apply, smul_eq_mul] at e
  refine le_of_mul_le_mul_right ?_ hpos
  calc |μ| * |v u| = |∑ i ∈ G.neighborFinset u, v i| := by rw [e, abs_mul]
    _ ≤ ∑ i ∈ G.neighborFinset u, |v i| := Finset.abs_sum_le_sum_abs _ _
    _ ≤ ∑ _i ∈ G.neighborFinset u, |v u| := Finset.sum_le_sum fun i _ => hu i
    _ = d * |v u| := by
      rw [Finset.sum_const, G.card_neighborFinset_eq_degree, hd.degree_eq, nsmul_eq_mul]

/-- Sharpness: if every bond of a nonempty `d`-regular graph, `d ≥ 1`, joins `S` to its complement,
then `-d` is the least eigenvalue and `S` attains the ratio bound. -/
theorem bipartite_attains_bound [Nonempty V] (hd : G.IsRegularOfDegree d) (hd1 : 1 ≤ d)
    (hcol : ∀ u v, G.Adj u v → (u ∈ S ↔ v ∉ S)) :
    IsLeastEigenvalue G (-(d : ℝ)) ∧ (S.card : ℝ) = hoffmanBound V d (-(d : ℝ)) := by
  have hleast : IsLeastEigenvalue G (-(d : ℝ)) := by
    constructor
    · -- the eigenvector alternates in sign between the two colours
      refine ⟨fun u => if u ∈ S then 1 else -1, ?_, ?_⟩
      · obtain ⟨u⟩ := ‹Nonempty V›
        refine Function.ne_iff.2 ⟨u, ?_⟩
        by_cases hu : u ∈ S <;> simp [hu]
      · funext u
        have hflip : ∀ v ∈ G.neighborFinset u,
            (if v ∈ S then (1 : ℝ) else -1) = -(if u ∈ S then (1 : ℝ) else -1) := by
          intro v hv
          have hc := hcol u v ((G.mem_neighborFinset u v).1 hv)
          by_cases hvS : v ∈ S <;> simp [hc, hvS]
        rw [SimpleGraph.adjMatrix_mulVec_apply, Finset.sum_congr rfl hflip, Finset.sum_const,
          G.card_neighborFinset_eq_degree, hd.degree_eq, nsmul_eq_mul, Pi.smul_apply,
          smul_eq_mul]
        ring
    · rintro μ ⟨v, hv, he⟩
      exact (abs_le.1 (abs_eigenvalue_le hd hv he)).1
  refine ⟨hleast, (hoffman_equality_iff hleast hd hd1
    fun u hu v hv ha => (hcol u v ha).1 hu hv).2 fun u hu => ?_⟩
  -- all neighbours of an atom outside S lie in S
  have e : S.filter (fun v => G.Adj u v) = G.neighborFinset u := by
    ext v
    rw [Finset.mem_filter, SimpleGraph.mem_neighborFinset]
    exact ⟨fun h => h.2, fun h => ⟨by_contra fun hv => hu ((hcol u v h).2 hv), h⟩⟩
  rw [contacts, e, G.card_neighborFinset_eq_degree, hd.degree_eq, neg_neg]

end

end HoffmanRatioBound
```

```lean
#print axioms HoffmanRatioBound.hoffman_ratio_bound
#print axioms HoffmanRatioBound.bipartite_attains_bound
```

```
'HoffmanRatioBound.hoffman_ratio_bound' depends on axioms: [propext, Classical.choice, Quot.sound]
'HoffmanRatioBound.bipartite_attains_bound' depends on axioms: [propext, Classical.choice, Quot.sound]
```

## What is checked, and what is assumed about the cage

`IsLeastEigenvalue G t` says that `t` has a nonzero real eigenvector and that no real eigenvalue is smaller. The hypothesis `hd` gives every atom degree `d`, and `hS` forbids bonds within the finite set `S`. `hoffmanBound` is the real ratio, not rounded down; `contacts` is $c_u$ and `deviation` is $x$.

`shifted_posSemidef` and `rayleigh_bound` supply the first inequality, and `least_eigenvalue_le_neg_one` uses the bond vector. `sum_contacts` and `mulVec_deviation` feed `deviation_form`, which splits on membership in `S` and finishes with `ring`. `hoffman_ratio_bound` then cancels the positive factor $ns$. In `hoffman_equality_iff`, `dotProduct_mulVec_zero_iff` turns a vanishing form into the eigenvector equation. `abs_eigenvalue_le` and `bipartite_attains_bound` give the attained case.

`hoffman_ratio_bound` and `hoffman_equality_iff` take `t` as given, and nothing here certifies a diagonalisation routine. The bound is a ceiling that some cages don't reach, and both theorems require equal degrees, so a cage with a missing atom or bond may fall outside them. The step left to chemistry is that real addends avoid bonded atoms: `hS` stands for steric crowding, and small addends may violate it.
